# The partition function of a one-dimensional harmonic oscillator is 1/(2 sinh(ħω/2k_BT))

A one-dimensional quantum harmonic oscillator has the energies ħω(n + 1/2), n = 0, 1, 2, …, and its partition function at temperature T is the sum of the Boltzmann factors of these levels. With y = ħω/k_BT, `hasSum_partitionFunction` states that for every real y > 0 the series of exp(−y(n + 1/2)) converges to 1/(2 sinh(y/2)). The levels are put in directly as the exponents of the series and are not derived from a Hamiltonian. The attempt takes the geometric series in exp(−y), multiplies it by the zero-point factor exp(−y/2), and then uses `convert` to match the result with the stated terms and sum.

An attempt in Lean 4 with a fault in it:

```lean
import Mathlib

open Filter Topology

namespace HasSumPartitionFunction

noncomputable section

/-- A Boltzmann factor is the zero-point factor times one factor `exp(-y)` per quantum. -/
theorem boltzmann_factor (y : ℝ) (n : ℕ) :
    Real.exp (-y * (n + 1 / 2)) = Real.exp (-(y / 2)) * Real.exp (-y) ^ n := by
  rw [← Real.exp_nat_mul, ← Real.exp_add]
  congr 1
  ring

/-- Multiplying by twice the zero-point factor `exp(-y/2)` turns `sinh(y/2)` and `cosh(y/2)` into
`1 - exp(-y)` and `1 + exp(-y)`. -/
theorem hyperbolic_factor (y : ℝ) :
    2 * Real.sinh (y / 2) * Real.exp (-(y / 2)) = 1 - Real.exp (-y) ∧
    2 * Real.cosh (y / 2) * Real.exp (-(y / 2)) = 1 + Real.exp (-y) := by
  have h1 : Real.exp (y / 2) * Real.exp (-(y / 2)) = 1 := by
    rw [← Real.exp_add, add_neg_cancel, Real.exp_zero]
  have h2 : Real.exp (-(y / 2)) * Real.exp (-(y / 2)) = Real.exp (-y) := by
    rw [← Real.exp_add]
    congr 1
    ring
  rw [Real.sinh_eq, Real.cosh_eq]
  constructor
  · linear_combination h1 - h2
  · linear_combination h1 + h2

/-- For `y > 0` the series of Boltzmann factors converges to `1 / (2 sinh(y/2))`. -/
theorem hasSum_partitionFunction {y : ℝ} (hy : 0 < y) :
    HasSum (fun n : ℕ => Real.exp (-y * (n + 1 / 2))) (1 / (2 * Real.sinh (y / 2))) := by
  have hx : Real.exp (-y) < 1 := Real.exp_lt_one (by linarith)
  have hs : Real.sinh (y / 2) ≠ 0 := (Real.sinh_pos_iff.mpr (by linarith)).ne'
  have hb : Real.exp (-(y / 2)) ≠ 0 := Real.exp_ne_zero _
  -- a geometric series, multiplied by the zero-point factor
  have h := (hasSum_geometric_of_lt_one (Real.exp_pos (-y)).le hx).mul_left
    (Real.exp (-(y / 2)))
  convert h using 1
  · funext n
    exact boltzmann_factor y n
  · rw [← (hyperbolic_factor y).1]
    field_simp

end

end HasSumPartitionFunction
```

The compiler's answer:

```
Main.lean:35:33: error(lean.unknownIdentifier): Unknown constant `Real.exp_lt_one`
Main.lean:42:4: error: Tactic `apply` failed: could not unify the conclusion of `@funext`
  ?f = ?g
with the goal
  Real.instAddCommMonoid =
    CommRing.toNonUnitalCommRing.toNonUnitalNonAssocCommRing.toNonUnitalNonAssocSemiring.toAddCommMonoid

Note: The full type of `@funext` is
  ∀ {α : Sort ?u.80} {β : α → Sort ?u.79} {f g : (x : α) → β x}, (∀ (x : α), f x = g x) → f = g

case e'_3
y : ℝ
hy : 0 < y
hx : Real.exp (-y) < 1
hs : Real.sinh (y / 2) ≠ 0
hb : Real.exp (-(y / 2)) ≠ 0
h : HasSum (fun i => Real.exp (-(y / 2)) * Real.exp (-y) ^ i) (Real.exp (-(y / 2)) * (1 - Real.exp (-y))⁻¹)
⊢ Real.instAddCommMonoid =
    CommRing.toNonUnitalCommRing.toNonUnitalNonAssocCommRing.toNonUnitalNonAssocSemiring.toAddCommMonoid
Main.lean:44:8: error: Tactic `rewrite` failed: Did not find an occurrence of the pattern
  1 - Real.exp (-y)
in the target expression
  (fun n => Real.exp (-y * (↑n + 1 / 2))) = fun i => Real.exp (-(y / 2)) * Real.exp (-y) ^ i

case e'_5
y : ℝ
hy : 0 < y
hx : Real.exp (-y) < 1
hs : Real.sinh (y / 2) ≠ 0
hb : Real.exp (-(y / 2)) ≠ 0
h : HasSum (fun i => Real.exp (-(y / 2)) * Real.exp (-y) ^ i) (Real.exp (-(y / 2)) * (1 - Real.exp (-y))⁻¹)
⊢ (fun n => Real.exp (-y * (↑n + 1 / 2))) = fun i => Real.exp (-(y / 2)) * Real.exp (-y) ^ i
Main.lean:34:87: error: unsolved goals
case e'_6
y : ℝ
hy : 0 < y
hx : Real.exp (-y) < 1
hs : Real.sinh (y / 2) ≠ 0
hb : Real.exp (-(y / 2)) ≠ 0
h : HasSum (fun i => Real.exp (-(y / 2)) * Real.exp (-y) ^ i) (Real.exp (-(y / 2)) * (1 - Real.exp (-y))⁻¹)
⊢ 1 / (2 * Real.sinh (y / 2)) = Real.exp (-(y / 2)) * (1 - Real.exp (-y))⁻¹
```

Diagnosis. The first error is a lemma name that Lean doesn't know, `Real.exp_lt_one`. The repair takes the bound from the equivalence `Real.exp_lt_one_iff` instead.

The other three errors have one cause. `convert h using 1` left three goals, where the proof has bullets for two. The extra one comes first and asks that two expressions for the additive structure on the reals be equal. So `funext` met an equation that isn't between functions, the rewrite meant for the sum met the equation between the terms, where `1 - Real.exp (-y)` doesn't occur, and the equation for the sum was left unproved.

The repair does without `convert`. The equation for the sum is proved separately as `hv`, by the same two steps as before. `simp only [boltzmann_factor]` then rewrites the terms inside the series, and `rw [hv]` rewrites its sum. The goal now agrees with `h` up to the two expressions for the additive structure, which are equal by definition, and `exact h` accepts that without a separate proof.

Lean accepts the file once it reads:

```diff
@@ -33,5 +33,5 @@
 theorem hasSum_partitionFunction {y : ℝ} (hy : 0 < y) :
     HasSum (fun n : ℕ => Real.exp (-y * (n + 1 / 2))) (1 / (2 * Real.sinh (y / 2))) := by
-  have hx : Real.exp (-y) < 1 := Real.exp_lt_one (by linarith)
+  have hx : Real.exp (-y) < 1 := Real.exp_lt_one_iff.mpr (by linarith)
   have hs : Real.sinh (y / 2) ≠ 0 := (Real.sinh_pos_iff.mpr (by linarith)).ne'
   have hb : Real.exp (-(y / 2)) ≠ 0 := Real.exp_ne_zero _
@@ -39,9 +39,11 @@
   have h := (hasSum_geometric_of_lt_one (Real.exp_pos (-y)).le hx).mul_left
     (Real.exp (-(y / 2)))
-  convert h using 1
-  · funext n
-    exact boltzmann_factor y n
-  · rw [← (hyperbolic_factor y).1]
+  have hv : 1 / (2 * Real.sinh (y / 2))
+      = Real.exp (-(y / 2)) * (1 - Real.exp (-y))⁻¹ := by
+    rw [← (hyperbolic_factor y).1]
     field_simp
+  simp only [boltzmann_factor]
+  rw [hv]
+  exact h
 
 end
```
